# The second compound matrix: C₂(AB) = C₂(A) C₂(B), and det C₂(A) = (det A)² for three orbitals

A full configuration-interaction vector for two fermions lists one coefficient for each determinant |φ_i φ_j⟩ with i < j, where the φ_i are orthonormal basis orbitals. When new orbitals φ'_k = Σ_i φ_i A_ik are formed with a coefficient matrix A, the determinants have to be re-expanded:

|φ'_k φ'_l⟩ = Σ_{i<j} (A_ik A_jl − A_il A_jk) |φ_i φ_j⟩.

The coefficients are the 2×2 minors of A, collected in a matrix C₂(A), and a vector c' in the new determinants becomes c = C₂(A) c' in the old ones. After a second change of orbitals with a matrix B, one can apply C₂(B) and C₂(A) in turn or multiply the orbital matrices first and use C₂(AB). The product rule says that the two routes agree, for two particles in a finite orbital basis.

## Configurations, amplitudes and minors

```lean
import Mathlib

open Matrix

namespace SecondCompound
```

The first line loads Mathlib, Lean's body of formalised mathematics, and `open Matrix` gives access to its matrix notation.

```lean
/-- Two-fermion configurations: ordered pairs `k < l` of orbital labels. -/
abbrev Pair (n : Type*) [LinearOrder n] := {p : n × n // p.1 < p.2}
```

Here `n` is the set of orbital labels, and `LinearOrder n` says that any two labels can be compared. An element `p` of `Pair n` is a pair of labels together with a proof that the first is smaller than the second. For p = (k, l), the expression `p.1` is the bare pair, `p.1.1` is k and `p.1.2` is l. Double occupation k = l is excluded by the definition, and the order of the labels fixes the sign convention of each determinant. Spin has no separate role: for electrons the labels stand for spin-orbitals. With fewer than two labels there are no pairs, and every sum over pairs is zero.

```lean
variable {R : Type*} [CommRing R]
variable {l m n : Type*} [LinearOrder l] [LinearOrder m] [LinearOrder n]

/-- Amplitude `u_k v_l - u_l v_k` of the Slater determinant of orbitals `u`, `v`
on the configuration `k < l`. -/
def slater (u v : n → R) : Pair n → R :=
  fun p => u p.1.1 * v p.1.2 - u p.1.2 * v p.1.1
```

The numbers come from a commutative ring `R`, such as the real, complex or rational numbers; nothing is ever divided. The letters `l`, `m`, `n` in the `variable` line are three label sets, needed for rectangular matrices; where `l` later occurs as a summation index it is a local name. An orbital is a coefficient vector `n → R`, and

slater(u, v)(k, l) = u_k v_l − u_l v_k  for k < l.

With creation operators a†_k for the basis orbitals, this is the coefficient of a†_k a†_l |0⟩ in (Σ_k u_k a†_k)(Σ_l v_l a†_l)|0⟩. The first-quantised wavefunction on all ordered (k, l) is (u_k v_l − u_l v_k)/√2; each configuration occurs there twice, so the amplitude on pairs k < l carries no factor 1/√2, and orthonormal u, v give a vector of norm one. Antisymmetry is put in by this definition and is not derived from anything.

```lean
/-- The second compound `C₂(A)`: the entry at `(i < j), (k < l)` is the 2 by 2 minor
`A_ik A_jl - A_il A_jk`. -/
def compound (A : Matrix m n R) : Matrix (Pair m) (Pair n) R :=
  Matrix.of fun p q => A p.1.1 q.1.1 * A p.1.2 q.1.2 - A p.1.1 q.1.2 * A p.1.2 q.1.1
```

`Matrix m n R` is a matrix with rows labelled by `m` and columns by `n`, and `A i k` is A_ik. For a row pair p = (i, j) and a column pair q = (k, l),

C₂(A)_pq = A_ik A_jl − A_il A_jk.

Row (i, j) of C₂(A) is therefore the Slater amplitude of rows i and j of A, literally the same expression. Column (k, l) is the amplitude of columns k and l, up to the order of the factors in the second product.

## Folding a double sum

```lean
/-- A double sum over orbitals whose diagonal terms vanish is the sum over pairs `k < l`
of the direct and the exchanged term. -/
theorem sum_pairs [Fintype n] (g : n → n → R) (hg : ∀ k, g k k = 0) :
    ∑ a, ∑ b, g a b = ∑ p : Pair n, (g p.1.1 p.1.2 + g p.1.2 p.1.1) := by
  have h1 : ∀ f : n → n → R,
      ∑ p : Pair n, f p.1.1 p.1.2 = ∑ a, ∑ b, if a < b then f a b else 0 := by
    intro f
    have h := Finset.sum_subtype (F := inferInstance) (p := fun x : n × n => x.1 < x.2)
      (Finset.univ.filter fun x : n × n => x.1 < x.2) (by simp) (fun x => f x.1 x.2)
    rw [Finset.sum_filter, Fintype.sum_prod_type] at h
    exact h.symm
  have h2 : ∑ p : Pair n, g p.1.2 p.1.1 = ∑ a, ∑ b, if b < a then g a b else 0 :=
    (h1 fun a b => g b a).trans Finset.sum_comm
  rw [Finset.sum_add_distrib, h1 g, h2, ← Finset.sum_add_distrib]
  refine Finset.sum_congr rfl fun a _ => ?_
  rw [← Finset.sum_add_distrib]
  refine Finset.sum_congr rfl fun b _ => ?_
  -- each term lies above, on, or below the diagonal
  rcases lt_trichotomy a b with h | h | h
  · simp [h, lt_asymm h]
  · subst h
    simp [hg]
  · simp [h, lt_asymm h]
```

`Fintype n` makes the orbital basis finite. The statement concerns any function g of two labels with g(k, k) = 0, which is the hypothesis `hg`:

Σ_a Σ_b g(a, b) = Σ_{k<l} [g(k, l) + g(l, k)].

By hand one splits the square array of terms into a < b, a = b and a > b. The diagonal vanishes, the part above it is Σ_{k<l} g(k, l), and the part below it becomes Σ_{k<l} g(l, k) after the names of the indices are exchanged. In the proof, `h1` rewrites a sum over pairs as a full double sum with the switch `if a < b then f a b else 0`, and `h2` does the same for the exchanged term, swapping the two sums by `Finset.sum_comm`. The two double sums are then compared term by term, and `lt_trichotomy` supplies the three cases; only the middle one uses `hg`. No factor 1/2 appears, so the argument works in rings where 2 has no inverse.

## The overlap of two determinants

```lean
/-- Binet-Cauchy identity: the bilinear overlap of two Slater determinants is the 2 by 2
determinant of the bilinear orbital overlaps. -/
theorem slater_overlap [Fintype n] (a b c d : n → R) :
    slater a b ⬝ᵥ slater c d = (a ⬝ᵥ c) * (b ⬝ᵥ d) - (a ⬝ᵥ d) * (b ⬝ᵥ c) := by
  have h := sum_pairs (fun k l => a k * b l * (c k * d l - c l * d k))
    (by intro k; simp only [sub_self, mul_zero])
  calc slater a b ⬝ᵥ slater c d
      = ∑ k, ∑ l, a k * b l * (c k * d l - c l * d k) := by
        -- unfold the sum over pairs into an unrestricted double sum
        refine Eq.trans ?_ h.symm
        unfold dotProduct
        refine Finset.sum_congr rfl fun p _ => ?_
        simp only [slater]
        ring
    _ = (a ⬝ᵥ c) * (b ⬝ᵥ d) - (a ⬝ᵥ d) * (b ⬝ᵥ c) := by
        simp only [dotProduct, Finset.sum_mul_sum, ← Finset.sum_sub_distrib]
        refine Finset.sum_congr rfl fun k _ => Finset.sum_congr rfl fun l _ => ?_
        ring
```

The symbol `⬝ᵥ` is the bilinear product a·c = Σ_k a_k c_k, without complex conjugation. The theorem is the Binet–Cauchy identity for four orbitals a, b, c, d:

slater(a, b)·slater(c, d) = (a·c)(b·d) − (a·d)(b·c).

For complex orbitals the physical overlap is obtained by inserting the conjugated vectors in place of a and b. To derive the identity, set g(k, l) = a_k b_l (c_k d_l − c_l d_k), which vanishes at k = l. The direct and exchanged terms combine to

g(k, l) + g(l, k) = (a_k b_l − a_l b_k)(c_k d_l − c_l d_k),

so the left side of the identity is Σ_{k<l} [g(k, l) + g(l, k)], which equals Σ_k Σ_l g(k, l) by the folding rule. The unrestricted sum factorises:

Σ_k Σ_l a_k c_k b_l d_l − Σ_k Σ_l a_k d_k b_l c_l = (a·c)(b·d) − (a·d)(b·c).

The `calc` block has these two steps. In the first, `h` is the folding rule for this g, and `ring`, which checks polynomial identities in a commutative ring, verifies the combination of direct and exchanged terms. In the second, `Finset.sum_mul_sum` expands each product of sums into a double sum, and `ring` compares the summands. For a single orbital label both sides are zero.

```lean
/-- `C₂(A)` maps the Slater determinant of `u`, `v` to the Slater determinant of the
transformed orbitals `A u`, `A v`. -/
theorem compound_mulVec_slater [Fintype n] (A : Matrix m n R) (u v : n → R) :
    compound A *ᵥ slater u v = slater (A *ᵥ u) (A *ᵥ v) := by
  funext p
  -- a row of the compound is the Slater amplitude of two rows of `A`
  calc (compound A *ᵥ slater u v) p = slater (A p.1.1) (A p.1.2) ⬝ᵥ slater u v := rfl
    _ = slater (A *ᵥ u) (A *ᵥ v) p := by
        rw [slater_overlap]
        simp only [slater, Matrix.mulVec]
        ring
```

`*ᵥ` is the matrix–vector product, and the statement reads

C₂(A) slater(u, v) = slater(Au, Av).

Let A_i denote row i of A. Component (i, j) of the left side is slater(A_i, A_j)·slater(u, v), which Lean accepts by `rfl`, that is, by unfolding definitions. The overlap identity turns it into

(A_i·u)(A_j·v) − (A_i·v)(A_j·u) = (Au)_i (Av)_j − (Au)_j (Av)_i,

and `ring` reorders the last product. If A is a one-particle propagator in a finite basis, C₂(A) propagates a determinant of two non-interacting fermions, and the state remains a single determinant.

## The product rule

```lean
/-- Cauchy-Binet formula for 2 by 2 minors: `C₂(AB) = C₂(A) C₂(B)` for rectangular
matrices of any size. -/
theorem compound_mul [Fintype m] (A : Matrix l m R) (B : Matrix m n R) :
    compound (A * B) = compound A * compound B := by
  ext p q
  -- overlap of two rows of `A` with two columns of `B`
  have h := slater_overlap (A p.1.1) (A p.1.2) (fun k => B k q.1.1) (fun k => B k q.1.2)
  simp only [dotProduct, slater] at h
  simp only [compound, Matrix.of_apply, Matrix.mul_apply]
  refine h.symm.trans (Finset.sum_congr rfl fun r _ => ?_)
  ring
```

A has rows in `l` and columns in `m`, B has rows in `m` and columns in `n`, and only the summed set `m` has to be finite. The 3×3 case is the choice of `Fin 3`, the labels 0, 1, 2, for all three sets. Write B^k for column k of B, so that (AB)_ik = A_i·B^k. For p = (i, j) and q = (k, l),

C₂(AB)_pq = (A_i·B^k)(A_j·B^l) − (A_i·B^l)(A_j·B^k) = slater(A_i, A_j)·slater(B^k, B^l) = Σ_r C₂(A)_pr C₂(B)_rq,

where r runs over the pairs of `m`. The middle equality is `slater_overlap`, recorded as `h` with the columns written `fun k => B k q.1.1` and `fun k => B k q.1.2`. After both sides are unfolded, `h.symm` gives that equality, and `ring` matches the amplitude of two columns of B with the entry of C₂(B) for each r. This is the Cauchy–Binet formula at order two; minors of higher order, which belong to three or more fermions, do not occur in the theorem.

A program need not store C₂(A). It can unpack a coefficient vector c into the antisymmetric matrix X with X_kl = c_(k,l) and X_lk = −c_(k,l) for k < l, form A X Aᵀ, and read off the entries above the diagonal. For c = slater(u, v) one has X = u vᵀ − v uᵀ, and A X Aᵀ is the matrix of slater(Au, Av); every c is a combination of such amplitudes.

## Orthonormal orbitals

```lean
/-- The compound of the identity on orbitals is the identity on pairs. -/
theorem compound_one : compound (1 : Matrix n n R) = 1 := by
  ext ⟨⟨i, j⟩, hij⟩ ⟨⟨k, l⟩, hkl⟩
  have hij' : i < j := hij
  have hkl' : k < l := hkl
  -- the exchange term vanishes because both pairs are ordered
  have h0 : (1 : Matrix n n R) i l * (1 : Matrix n n R) j k = 0 := by
    by_cases h1 : i = l
    · have h2 : j ≠ k := fun h2 => lt_asymm hkl' (by rw [← h1, ← h2]; exact hij')
      simp [Matrix.one_apply, h2]
    · simp [Matrix.one_apply, h1]
  show (1 : Matrix n n R) i k * (1 : Matrix n n R) j l
    - (1 : Matrix n n R) i l * (1 : Matrix n n R) j k = _
  rw [h0]
  by_cases ha : i = k <;> by_cases hb : j = l <;> simp [Matrix.one_apply, ha, hb]
```

The entry of C₂(1) at (i, j), (k, l) is δ_ik δ_jl − δ_il δ_jk. The exchange term would need i = l and j = k, which turns i < j into l < k and contradicts k < l; this is `h0`. What remains is δ_ik δ_jl, the identity on pairs, and the last line checks the four cases i = k or not, j = l or not.

```lean
/-- The compound of the adjoint is the adjoint of the compound. -/
theorem compound_conjTranspose [StarRing R] (A : Matrix m n R) :
    compound Aᴴ = (compound A)ᴴ := by
  ext p q
  simp only [compound, Matrix.of_apply, Matrix.conjTranspose_apply, star_sub, star_mul]
  ring
```

`StarRing R` equips the ring with an involution `star`, complex conjugation for the complex numbers and the identity for the real or rational numbers, and `Aᴴ` is the conjugate transpose A†. With a star for the involution, the entry of C₂(A†) at (k, l), (i, j) is A_ik* A_jl* − A_jk* A_il*, which is the conjugate of the entry of C₂(A) at (i, j), (k, l). The rule `star_mul` reverses the order of the factors, and `ring` restores it.

```lean
/-- If the columns of `A` are orthonormal, `Aᴴ A = 1`, then so are the columns of `C₂(A)`. -/
theorem compound_orthonormal [Fintype m] [StarRing R] (A : Matrix m n R) (h : Aᴴ * A = 1) :
    (compound A)ᴴ * compound A = 1 := by
  rw [← compound_conjTranspose, ← compound_mul, h, compound_one]
```

The hypothesis A†A = 1 says that the columns of A, the new orbitals, are orthonormal; it is assumed, and the basis orbitals are taken as orthonormal since no overlap matrix enters. The three rewrites and the hypothesis form one chain:

C₂(A)† C₂(A) = C₂(A†) C₂(A) = C₂(A†A) = C₂(1) = 1.

The determinants built from pairs of orthonormal orbitals are thus orthonormal. A may be rectangular, with fewer orbitals than basis functions.

```lean
/-- The columns `(3/5, 4/5, 0)` and `(0, 0, 1)` are orthonormal. -/
theorem compound_orthonormal_witness :
    (!![3 / 5, 0; 4 / 5, 0; 0, 1] : Matrix (Fin 3) (Fin 2) ℚ)ᴴ
      * (!![3 / 5, 0; 4 / 5, 0; 0, 1] : Matrix (Fin 3) (Fin 2) ℚ) = 1 := by
  ext i j
  simp only [Matrix.mul_apply, Fin.sum_univ_three, Matrix.conjTranspose_apply]
  fin_cases i <;> fin_cases j <;> simp
  norm_num
```

The notation `!![…; …]` lists a matrix row by row. This rational 3×2 matrix has columns (3/5, 4/5, 0) and (0, 0, 1), and the theorem checks A†A = 1 entry by entry, with `norm_num` doing the arithmetic of 9/25 + 16/25 = 1. Its compound is a single column with entries 0, 3/5, 4/5 on the pairs (0,1), (0,2), (1,2), of squared norm one.

## Three orbitals

```lean
/-- The numbering `(0,1), (0,2), (1,2)` of the pairs of three orbitals. -/
def pairIndex : Fin 3 ≃ Pair (Fin 3) where
  toFun := ![⟨(0, 1), by decide⟩, ⟨(0, 2), by decide⟩, ⟨(1, 2), by decide⟩]
  invFun p := if p.1.2 = 1 then 0 else if p.1.1 = 0 then 1 else 2
  left_inv := by
    intro x
    fin_cases x <;> rfl
  right_inv := by
    rintro ⟨⟨a, b⟩, h⟩
    fin_cases a <;> fin_cases b <;> first | rfl | exact absurd h (by decide)
```

`≃` denotes a one-to-one correspondence. It assigns the numbers 0, 1, 2 to the pairs (0,1), (0,2), (1,2), and the last two fields confirm by enumeration that `toFun` and `invFun` undo each other. Pair number a leaves orbital 2 − a empty.

```lean
/-- The signed antidiagonal matrix `J` linking each pair of three orbitals with the
orbital it leaves empty. -/
def holeSign (R : Type*) [CommRing R] : Matrix (Fin 3) (Fin 3) R :=
  !![0, 0, 1; 0, -1, 0; 1, 0, 0]
```

The matrix J has entries J_ac = (−1)^a when c = 2 − a and zero otherwise. It sends the label of the empty orbital to the number of the pair and attaches a sign.

```lean
/-- For three orbitals, with pairs numbered `(0,1), (0,2), (1,2)`, the compound is
`C₂(A) = J adj(A)ᵀ J`. -/
theorem compound_eq_adjugate (A : Matrix (Fin 3) (Fin 3) R) :
    (compound A).submatrix pairIndex pairIndex
      = holeSign R * (Matrix.adjugate A)ᵀ * holeSign R := by
  -- the nine minors written out
  have h : (compound A).submatrix pairIndex pairIndex =
      !![A 0 0 * A 1 1 - A 0 1 * A 1 0, A 0 0 * A 1 2 - A 0 2 * A 1 0,
          A 0 1 * A 1 2 - A 0 2 * A 1 1;
        A 0 0 * A 2 1 - A 0 1 * A 2 0, A 0 0 * A 2 2 - A 0 2 * A 2 0,
          A 0 1 * A 2 2 - A 0 2 * A 2 1;
        A 1 0 * A 2 1 - A 1 1 * A 2 0, A 1 0 * A 2 2 - A 1 2 * A 2 0,
          A 1 1 * A 2 2 - A 1 2 * A 2 1] := by
    ext i j
    fin_cases i <;> fin_cases j <;> rfl
  rw [h, Matrix.adjugate_fin_three]
  ext i j
  simp only [Matrix.mul_apply, Fin.sum_univ_three, Matrix.transpose_apply]
  fin_cases i <;> fin_cases j <;> simp [holeSign] <;> ring
```

`submatrix pairIndex pairIndex` renumbers rows and columns, so that C₂(A) becomes an ordinary 3×3 matrix. Let M_ij be the minor of A with row i and column j deleted. The transposed adjugate is the cofactor matrix, (adj(A)ᵀ)_ij = (−1)^(i+j) M_ij. Multiplying by J on both sides reverses the order of rows and columns and adds the sign (−1)^(a+b):

(J adj(A)ᵀ J)_ab = (−1)^(a+b) (−1)^((2−a)+(2−b)) M_(2−a)(2−b) = M_(2−a)(2−b).

Deleting row 2 − a and column 2 − b leaves the rows of pair a and the columns of pair b, so this is C₂(A)_ab. Lean does it by explicit entries: `h` writes out the nine minors, `Matrix.adjugate_fin_three` writes out the adjugate, and `fin_cases` runs through the nine positions, each settled by `simp` and `ring`. For invertible A one has adj(A)ᵀ = (det A)(A⁻¹)ᵀ, so two fermions in three orbitals transform like one hole, up to the factor det A that the filled shell of three fermions acquires. The theorem itself uses no inverse of A, so singular matrices are included.

```lean
/-- For a 3 by 3 matrix, `det C₂(A) = (det A)²`. -/
theorem det_compound (A : Matrix (Fin 3) (Fin 3) R) :
    (compound A).det = A.det ^ 2 := by
  have hJ : (holeSign R).det = 1 := by simp [holeSign, Matrix.det_fin_three]
  -- det J = 1 and det adj(A) = (det A)^(3-1)
  rw [← Matrix.det_submatrix_equiv_self pairIndex (compound A), compound_eq_adjugate,
    Matrix.det_mul, Matrix.det_mul, hJ, Matrix.det_transpose, Matrix.det_adjugate]
  simp

end SecondCompound
```

The determinant on the left is taken over the index set `Pair (Fin 3)`, and `Matrix.det_submatrix_equiv_self` says that renumbering rows and columns in the same way leaves it unchanged. For J, the reversal of three labels is one transposition with sign −1, and the product of the nonzero entries is 1·(−1)·1 = −1, so det J = 1, which is `hJ`. Then

det C₂(A) = det J · det adj(A)ᵀ · det J = det adj(A) = (det A)².

The last step is Mathlib's `Matrix.det_adjugate`, with exponent 3 − 1. By hand, A adj(A) = (det A)·1 gives det A · det adj(A) = (det A)³, and one factor cancels when det A is invertible; Mathlib's statement holds in every commutative ring without that condition. The general Sylvester–Franke formula concerns minors of any order of a square matrix of any size, and the theorem is its case of 2×2 minors of a 3×3 matrix.

```lean
#print axioms SecondCompound.compound_mulVec_slater
#print axioms SecondCompound.compound_orthonormal
#print axioms SecondCompound.det_compound
```

```
'SecondCompound.compound_mulVec_slater' depends on axioms: [propext, Classical.choice, Quot.sound]
'SecondCompound.compound_orthonormal' depends on axioms: [propext, Classical.choice, Quot.sound]
'SecondCompound.det_compound' depends on axioms: [propext, Classical.choice, Quot.sound]
```

A neighbouring vector identity comes from the same steps, though the file does not state it. In the numbering above, slater(u, v) = J (u × v) for the cross product of two three-component vectors, and J² = 1. Inserting both into C₂(A) slater(u, v) = slater(Au, Av) together with C₂(A) = J adj(A)ᵀ J gives

(Au) × (Av) = adj(A)ᵀ (u × v).
